# Free rigid rotor: stable rotation about the axis of largest moment, and an exact reversal about the middle axis for moments 1, 2, 3

Take a torque-free rigid body with principal moments 0 < I₁ < I₂ < I₃, and let w₁, w₂, w₃ be the components of its angular velocity along the body-fixed principal axes. Euler's equations are

I₁ dw₁/dt = (I₂ − I₃) w₂ w₃

I₂ dw₂/dt = (I₃ − I₁) w₃ w₁

I₃ dw₃/dt = (I₁ − I₂) w₁ w₂.

If I linearise about steady rotation (0, 0, Ω) with Ω ≠ 0, w₁ and w₂ oscillate and w₃ doesn't change at all. But the neglected product w₁w₂ does drive w₃. Could it slowly carry the body away from axis 3? And is there a simple exact motion that shows the body leaving its middle axis?

## Two conserved quantities confine the motion

It can't carry the body away. For constants a, b, c, Euler's equations give

d/dt (a w₁² + b w₂² + c w₃²) = 2 w₁w₂w₃ [a(I₂ − I₃)/I₁ + b(I₃ − I₁)/I₂ + c(I₁ − I₂)/I₃].

The bracket vanishes for (a, b, c) = (I₁, I₂, I₃), which is twice the kinetic energy, and for (I₁(I₃ − I₁), I₂(I₃ − I₂), 0), which gives the invariant

J = I₁(I₃ − I₁)w₁² + I₂(I₃ − I₂)w₂².

Write P = I₁w₁² + I₂w₂² for twice the lateral kinetic energy. At any times s and t,

(I₃ − I₂)P(t) = J − (I₂ − I₁)I₁w₁(t)² ≤ J

(I₃ − I₁)P(s) = J + (I₂ − I₁)I₂w₂(s)² ≥ J.

Hence P(t) ≤ C P(s), with C = (I₃ − I₁)/(I₃ − I₂).

For w₃, energy conservation between any times r and u gives

I₃[w₃(r)² − w₃(u)²] = P(u) − P(r) ≤ P(u) ≤ C P(s).

Let x = w₃(t) and y = w₃(s). If xy ≥ 0, then (x − y)² ≤ |x² − y²|, so I₃(x − y)² ≤ C P(s). If xy < 0, continuity gives a time at which w₃ = 0. Comparing with that time bounds both I₃x² and I₃y² by C P(s), and (x − y)² ≤ 2x² + 2y² then gives, in either case,

I₃[w₃(t) − w₃(s)]² ≤ 4C P(s).

Now let all three components start within δ of (0, 0, Ω). Then P(0) ≤ (I₁ + I₂)δ², so w₁², w₂² and [w₃(t) − w₃(0)]² are all at most Kδ², where

K = 4(I₃ − I₁)(I₁ + I₂)/[(I₃ − I₂)I₁].

Since √K ≤ 1 + K, the choice δ = ε/[2(1 + K)] keeps every component within ε of its steady value.

For example, take moments 1, 2, 3 and start at (0.1, 0, 1). Here J = 2(w₁² + w₂²), so w₁² + w₂² stays at 0.01. The energy relation w₁² + 2w₂² + 3w₃² = 3.01 becomes w₃² = 1 − w₂²/3. Thus w₃² ≥ 1 − 0.01/3, and w₃ stays between about 0.9983 and 1. The general bound allows a change of about 0.163, so it is safe but loose.

## An exact reversal of the spin about the middle axis

For moments 1, 2, 3 the equations are dw₁/dt = −w₂w₃, dw₂/dt = w₃w₁ and dw₃/dt = −w₁w₂/3. Try

w(t) = (√3/cosh t, √3 tanh t, 1/cosh t).

The derivatives are −√3 sinh t/cosh² t, √3/cosh² t and −sinh t/cosh² t, which match the three right-hand sides. The motion tends to (0, −√3, 0) in the past and to (0, √3, 0) in the future. The spin reverses relative to the body, not in space: the angular momentum stays fixed in space, and the body turns its middle axis over. Started early enough, the motion is as close as you like to steady rotation at −√3, yet at t = 0 its second component is zero, a distance √3 away. That steady rotation is therefore unstable.

## What the Lean statements say

The components w₁, w₂, w₃ are `w t 0`, `w t 1`, `w t 2`. `FreeRotor` says that the curve `w` satisfies Euler's equations at every real time. `StableRotation` is Lyapunov stability for later times, with `dist` the largest difference between components.

`axis3_stable` covers every real Ω and all moments 0 < I₁ < I₂ < I₃. `axis2_unstable` concerns only moments 1, 2, 3 and the rate −√3, so it is one instance of middle-axis instability. These moments satisfy I₃ = I₁ + I₂, as for a rigid planar molecule.

The model is classical and rigid, with no torque or dissipation. Stability is stated for solutions defined at all times; their existence for arbitrary initial data is not derived. For one isolated classical rotor of this kind, J offers a check on a rotational integrator in molecular simulation.

```lean
import Mathlib

open Filter Topology
open Real (sqrt sinh cosh tanh)

namespace FreeRotorStability

noncomputable section

/-- Euler's equations for the body-frame angular velocity `w` of a torque-free rigid rotor
with nonzero principal moments `I₁`, `I₂`, `I₃`. -/
structure FreeRotor (I₁ I₂ I₃ : ℝ) (w : ℝ → Fin 3 → ℝ) : Prop where
  euler₁ : ∀ t, HasDerivAt (fun s => w s 0) ((I₂ - I₃) * w t 1 * w t 2 / I₁) t
  euler₂ : ∀ t, HasDerivAt (fun s => w s 1) ((I₃ - I₁) * w t 2 * w t 0 / I₂) t
  euler₃ : ∀ t, HasDerivAt (fun s => w s 2) ((I₁ - I₂) * w t 0 * w t 1 / I₃) t

/-- The angular velocity `a` is stable: every free motion that starts close enough to `a`
stays as close to `a` as desired at all later times. -/
def StableRotation (I₁ I₂ I₃ : ℝ) (a : Fin 3 → ℝ) : Prop :=
  ∀ ε > 0, ∃ δ > 0, ∀ w, FreeRotor I₁ I₂ I₃ w → dist (w 0) a < δ →
    ∀ t ≥ 0, dist (w t) a < ε

/-- The motion for moments 1, 2, 3 with angular velocity
`(√3 / cosh t, √3 tanh t, 1 / cosh t)`. -/
def tumble (t : ℝ) : Fin 3 → ℝ := ![sqrt 3 / cosh t, sqrt 3 * tanh t, 1 / cosh t]

variable {I₁ I₂ I₃ : ℝ} {w : ℝ → Fin 3 → ℝ}

/-- For nonzero moments, `a w₁² + b w₂² + c w₃²` is conserved by free rotation whenever
its coefficients satisfy the stated linear condition. -/
theorem quadratic_conserved (hw : FreeRotor I₁ I₂ I₃ w) (h1 : I₁ ≠ 0) (h2 : I₂ ≠ 0)
    (h3 : I₃ ≠ 0) {a b c : ℝ}
    (habc : a * I₂ * I₃ * (I₂ - I₃) + b * I₁ * I₃ * (I₃ - I₁) + c * I₁ * I₂ * (I₁ - I₂) = 0)
    (s t : ℝ) :
    a * w t 0 ^ 2 + b * w t 1 ^ 2 + c * w t 2 ^ 2
      = a * w s 0 ^ 2 + b * w s 1 ^ 2 + c * w s 2 ^ 2 := by
  have hq : a * (I₂ - I₃) / I₁ + b * (I₃ - I₁) / I₂ + c * (I₁ - I₂) / I₃ = 0 := by
    rw [div_add_div _ _ h1 h2, div_add_div _ _ (mul_ne_zero h1 h2) h3, div_eq_zero_iff]
    left
    linear_combination habc
  -- the time derivative is proportional to the linear condition
  have hd : ∀ x, HasDerivAt (fun x => a * (w x 0 * w x 0) + b * (w x 1 * w x 1)
      + c * (w x 2 * w x 2)) 0 x := by
    intro x
    have d1 := ((hw.euler₁ x).fun_mul (hw.euler₁ x)).const_mul a
    have d2 := ((hw.euler₂ x).fun_mul (hw.euler₂ x)).const_mul b
    have d3 := ((hw.euler₃ x).fun_mul (hw.euler₃ x)).const_mul c
    refine ((d1.fun_add d2).fun_add d3).congr_deriv ?_
    linear_combination (2 * w x 0 * w x 1 * w x 2) * hq
  simp only [pow_two]
  exact is_const_of_deriv_eq_zero (fun x => (hd x).differentiableAt) (fun x => (hd x).deriv) t s

/-- For nonzero moments, free rotation conserves `I₁(I₃ - I₁)w₁² + I₂(I₃ - I₂)w₂²`. -/
theorem lateral_invariant (hw : FreeRotor I₁ I₂ I₃ w) (h1 : I₁ ≠ 0) (h2 : I₂ ≠ 0)
    (h3 : I₃ ≠ 0) (s t : ℝ) :
    I₁ * (I₃ - I₁) * w t 0 ^ 2 + I₂ * (I₃ - I₂) * w t 1 ^ 2
      = I₁ * (I₃ - I₁) * w s 0 ^ 2 + I₂ * (I₃ - I₂) * w s 1 ^ 2 := by
  have h := quadratic_conserved hw h1 h2 h3 (a := I₁ * (I₃ - I₁)) (b := I₂ * (I₃ - I₂))
    (c := 0) (by ring) s t
  linarith

/-- For free rotation with `0 < I₁ < I₂ < I₃`, the quantity `I₁w₁² + I₂w₂²` (twice the lateral
kinetic energy) at any time is at most `(I₃ - I₁)/(I₃ - I₂)` times its value at any other time. -/
theorem lateral_bound (hw : FreeRotor I₁ I₂ I₃ w) (h1 : 0 < I₁) (h12 : I₁ < I₂)
    (h23 : I₂ < I₃) (s t : ℝ) :
    (I₃ - I₂) * (I₁ * w t 0 ^ 2 + I₂ * w t 1 ^ 2)
      ≤ (I₃ - I₁) * (I₁ * w s 0 ^ 2 + I₂ * w s 1 ^ 2) := by
  have h2 := h1.trans h12
  have hq := lateral_invariant hw h1.ne' h2.ne' (h2.trans h23).ne' s t
  have hA : 0 ≤ (I₂ - I₁) * (I₁ * w t 0 ^ 2) :=
    mul_nonneg (by linarith) (by positivity)
  have hB : 0 ≤ (I₂ - I₁) * (I₂ * w s 1 ^ 2) :=
    mul_nonneg (by linarith) (by positivity)
  nlinarith [hq, hA, hB]

/-- For free rotation with `0 < I₁ < I₂ < I₃`, `I₃` times the squared change of `w₃` between two
times is at most `4(I₃ - I₁)/(I₃ - I₂)` times the value of `I₁w₁² + I₂w₂²` at one of them. -/
theorem axial_bound (hw : FreeRotor I₁ I₂ I₃ w) (h1 : 0 < I₁) (h12 : I₁ < I₂)
    (h23 : I₂ < I₃) (s t : ℝ) :
    (I₃ - I₂) * (I₃ * (w t 2 - w s 2) ^ 2)
      ≤ 4 * ((I₃ - I₁) * (I₁ * w s 0 ^ 2 + I₂ * w s 1 ^ 2)) := by
  have h2 := h1.trans h12
  have h3 := h2.trans h23
  have hD : 0 < I₃ - I₂ := by linarith
  have hDI : 0 ≤ (I₃ - I₂) * I₃ := (mul_pos hD h3).le
  have hP : ∀ r, 0 ≤ (I₃ - I₂) * (I₁ * w r 0 ^ 2 + I₂ * w r 1 ^ 2) := fun r =>
    mul_nonneg hD.le (by positivity)
  have hB := (hP s).trans (lateral_bound hw h1 h12 h23 s s)
  -- energy conservation limits the change of the squared spin
  have key : ∀ r u, (I₃ - I₂) * I₃ * w r 2 ^ 2 ≤ (I₃ - I₂) * I₃ * w u 2 ^ 2
      + (I₃ - I₁) * (I₁ * w s 0 ^ 2 + I₂ * w s 1 ^ 2) := by
    intro r u
    have hE := quadratic_conserved hw h1.ne' h2.ne' h3.ne' (a := I₁) (b := I₂) (c := I₃)
      (by ring) u r
    have hE' := congrArg (fun x => (I₃ - I₂) * x) hE
    linarith [hP r, lateral_bound hw h1 h12 h23 s u]
  by_cases hs : 0 ≤ w t 2 * w s 2
  · -- equal signs: the squared difference is at most the difference of squares
    have hab : |w t 2 - w s 2| ≤ |w t 2 + w s 2| := sq_le_sq.mp (by nlinarith)
    have hsq : (w t 2 - w s 2) ^ 2 ≤ |w t 2 ^ 2 - w s 2 ^ 2| := by
      have e : w t 2 ^ 2 - w s 2 ^ 2 = (w t 2 - w s 2) * (w t 2 + w s 2) := by ring
      rw [e, abs_mul, ← sq_abs (w t 2 - w s 2), pow_two]
      exact mul_le_mul_of_nonneg_left hab (abs_nonneg _)
    have hm := mul_le_mul_of_nonneg_left hsq hDI
    rcases abs_cases (w t 2 ^ 2 - w s 2 ^ 2) with h | h
    · rw [h.1] at hm
      linarith [key t s]
    · rw [h.1] at hm
      linarith [key s t]
  · -- opposite signs: the spin vanishes at some time, so it is small at both times
    have hc : Continuous fun x => w x 2 :=
      continuous_iff_continuousAt.mpr fun x => (hw.euler₃ x).continuousAt
    obtain ⟨r, hr⟩ : ∃ r, w r 2 = 0 := by
      rcases mul_neg_iff.mp (not_le.mp hs) with h | h
      · exact mem_range_of_exists_le_of_exists_ge hc ⟨s, h.2.le⟩ ⟨t, h.1.le⟩
      · exact mem_range_of_exists_le_of_exists_ge hc ⟨t, h.1.le⟩ ⟨s, h.2.le⟩
    have kt := key t r
    have ks := key s r
    rw [hr] at kt ks
    have hp := mul_nonneg hDI (sq_nonneg (w t 2 + w s 2))
    linarith

/-- For `0 < I₁ < I₂ < I₃`, steady rotation about axis 3 at any rate `Ω` is stable. -/
theorem axis3_stable (h1 : 0 < I₁) (h12 : I₁ < I₂) (h23 : I₂ < I₃) (Ω : ℝ) :
    StableRotation I₁ I₂ I₃ ![0, 0, Ω] := by
  intro ε hε
  have hD : 0 < (I₃ - I₂) * I₁ := mul_pos (by linarith) h1
  have hS : 0 < (I₃ - I₁) * (I₁ + I₂) := mul_pos (by linarith) (by linarith)
  -- `K * δ ^ 2` will bound `w₁²`, `w₂²` and the squared change of `w₃`
  obtain ⟨K, hK0, hK⟩ : ∃ K : ℝ, 0 ≤ K ∧
      K * ((I₃ - I₂) * I₁) = 4 * ((I₃ - I₁) * (I₁ + I₂)) :=
    ⟨4 * ((I₃ - I₁) * (I₁ + I₂)) / ((I₃ - I₂) * I₁),
      (div_pos (mul_pos four_pos hS) hD).le, div_mul_cancel₀ _ hD.ne'⟩
  obtain ⟨δ, hδ, hδε⟩ : ∃ δ : ℝ, 0 < δ ∧ 2 * ((1 + K) * δ) = ε :=
    ⟨ε / (2 * (1 + K)), by positivity, by field_simp⟩
  refine ⟨δ, hδ, fun w hw h0 t _ => ?_⟩
  have h0' := (dist_pi_lt_iff hδ).mp h0
  have a0 : |w 0 0| < δ := by simpa [Real.dist_eq] using h0' 0
  have a1 : |w 0 1| < δ := by simpa [Real.dist_eq] using h0' 1
  have a2 : |w 0 2 - Ω| < δ := by simpa [Real.dist_eq] using h0' 2
  have q0 := (sq_lt_sq' (abs_lt.mp a0).1 (abs_lt.mp a0).2).le
  have q1 := (sq_lt_sq' (abs_lt.mp a1).1 (abs_lt.mp a1).2).le
  have hP := mul_le_mul_of_nonneg_left (add_le_add (mul_le_mul_of_nonneg_left q0 h1.le)
    (mul_le_mul_of_nonneg_left q1 (h1.trans h12).le)) (show 0 ≤ I₃ - I₁ by linarith)
  have root : ∀ x : ℝ, (I₃ - I₂) * I₁ * x ^ 2 ≤ 4 * ((I₃ - I₁) * (I₁ + I₂) * δ ^ 2) →
      |x| ≤ (1 + K) * δ := by
    intro x hx
    have hx2 : x ^ 2 ≤ K * δ ^ 2 := by
      refine le_of_mul_le_mul_left (hx.trans_eq ?_) hD
      linear_combination -(δ ^ 2) * hK
    have hx3 : x ^ 2 ≤ ((1 + K) * δ) ^ 2 := by
      nlinarith [mul_nonneg hK0 (sq_nonneg δ), sq_nonneg (K * δ), sq_nonneg δ]
    exact (sq_le_sq.mp hx3).trans_eq (abs_of_nonneg (by positivity))
  have n : ∀ a x : ℝ, 0 ≤ a → 0 ≤ (I₃ - I₂) * (a * x ^ 2) := fun a x ha =>
    mul_nonneg (by linarith) (by positivity)
  have hSδ := mul_nonneg hS.le (sq_nonneg δ)
  have hb := lateral_bound hw h1 h12 h23 0 t
  have hc := axial_bound hw h1 h12 h23 0 t
  have r0 := root (w t 0) (by linarith [n I₂ (w t 1) (by linarith)])
  have r1 := root (w t 1) (by
    linarith [n I₁ (w t 0) h1.le, n (I₂ - I₁) (w t 1) (by linarith)])
  have r2 := root (w t 2 - w 0 2) (by
    linarith [n (I₃ - I₁) (w t 2 - w 0 2) (by linarith)])
  have b0 : |w t 0| < ε := by linarith
  have b1 : |w t 1| < ε := by linarith
  have b2 : |w t 2 - Ω| < ε := by
    linarith [abs_sub_le (w t 2) (w 0 2) Ω, mul_nonneg hK0 hδ.le]
  rw [dist_pi_lt_iff hε]
  intro i
  fin_cases i
  · simpa [Real.dist_eq] using b0
  · simpa [Real.dist_eq] using b1
  · simpa [Real.dist_eq] using b2

/-- The tumbling motion solves Euler's equations for moments 1, 2, 3. -/
theorem tumble_freeRotor : FreeRotor 1 2 3 tumble := by
  have hc : ∀ t, cosh t ≠ 0 := fun t => (Real.cosh_pos t).ne'
  have h3 : sqrt 3 ^ 2 = 3 := Real.sq_sqrt (by norm_num)
  refine ⟨fun t => ?_, fun t => ?_, fun t => ?_⟩
  · show HasDerivAt (fun s => sqrt 3 / cosh s)
      ((2 - 3) * (sqrt 3 * tanh t) * (1 / cosh t) / 1) t
    rw [Real.tanh_eq_sinh_div_cosh]
    refine ((hasDerivAt_const t (sqrt 3)).fun_div (Real.hasDerivAt_cosh t) (hc t)).congr_deriv ?_
    ring
  · show HasDerivAt (fun s => sqrt 3 * tanh s)
      ((3 - 1) * (1 / cosh t) * (sqrt 3 / cosh t) / 2) t
    simp only [Real.tanh_eq_sinh_div_cosh]
    refine (((Real.hasDerivAt_sinh t).fun_div (Real.hasDerivAt_cosh t) (hc t)).const_mul
      (sqrt 3)).congr_deriv ?_
    linear_combination (sqrt 3 / cosh t ^ 2) * Real.cosh_sq t
  · show HasDerivAt (fun s => 1 / cosh s)
      ((1 - 2) * (sqrt 3 / cosh t) * (sqrt 3 * tanh t) / 3) t
    rw [Real.tanh_eq_sinh_div_cosh]
    refine ((hasDerivAt_const t (1 : ℝ)).fun_div (Real.hasDerivAt_cosh t) (hc t)).congr_deriv ?_
    linear_combination (sinh t / (3 * cosh t ^ 2)) * h3

/-- The tumbling motion tends to rotation about axis 2 at rate `-√3` in the distant past and
at rate `+√3` in the distant future. -/
theorem tumble_reverses :
    Tendsto tumble atBot (𝓝 ![0, -sqrt 3, 0]) ∧ Tendsto tumble atTop (𝓝 ![0, sqrt 3, 0]) := by
  have hcosh : Tendsto cosh atTop atTop := by
    refine tendsto_atTop_mono (fun t => ?_)
      (Real.tendsto_exp_atTop.atTop_div_const (two_pos : (0 : ℝ) < 2))
    rw [Real.cosh_eq]
    linarith [Real.exp_pos (-t)]
  have hr : ∀ r : ℝ, Tendsto (fun t => r / cosh t) atTop (𝓝 0) := fun r =>
    hcosh.const_div_atTop r
  -- `tanh t = 1 - exp (-t) / cosh t`
  have ht : Tendsto (fun t => sqrt 3 * tanh t) atTop (𝓝 (sqrt 3)) := by
    have h := ((tendsto_const_nhds (x := (1 : ℝ))).sub
      (Real.tendsto_exp_neg_atTop_nhds_zero.mul (hr 1))).const_mul (sqrt 3)
    simp only [mul_zero, sub_zero, mul_one] at h
    refine h.congr fun t => ?_
    have hc : cosh t * (1 / cosh t) = 1 := mul_one_div_cancel (Real.cosh_pos t).ne'
    rw [Real.tanh_eq_sinh_div_cosh, ← Real.cosh_sub_sinh]
    linear_combination -(sqrt 3) * hc
  have hr' : ∀ r : ℝ, Tendsto (fun t => r / cosh t) atBot (𝓝 0) := fun r =>
    ((hr r).comp tendsto_neg_atBot_atTop).congr fun t => by
      simp only [Function.comp_apply, Real.cosh_neg]
  have ht' : Tendsto (fun t => sqrt 3 * tanh t) atBot (𝓝 (-sqrt 3)) :=
    (ht.comp tendsto_neg_atBot_atTop).neg.congr fun t => by
      simp only [Function.comp_apply, Real.tanh_neg, mul_neg, neg_neg]
  constructor
  · refine tendsto_pi_nhds.mpr fun i => ?_
    fin_cases i
    · exact hr' (sqrt 3)
    · exact ht'
    · exact hr' 1
  · refine tendsto_pi_nhds.mpr fun i => ?_
    fin_cases i
    · exact hr (sqrt 3)
    · exact ht
    · exact hr 1

/-- For moments 1, 2, 3, steady rotation about the middle axis at rate `-√3` is not stable. -/
theorem axis2_unstable : ¬ StableRotation 1 2 3 ![0, -sqrt 3, 0] := by
  intro h
  obtain ⟨δ, hδ, hst⟩ := h (sqrt 3) (Real.sqrt_pos.mpr (by norm_num))
  -- start the tumbling motion so early that it is still within `δ` of the axis
  obtain ⟨T, hT⟩ := eventually_atBot.mp (Metric.tendsto_nhds.mp tumble_reverses.1 δ hδ)
  have hw : FreeRotor 1 2 3 (fun t => tumble (t + min T 0)) :=
    ⟨fun t => (tumble_freeRotor.euler₁ (t + min T 0)).comp_add_const t (min T 0),
      fun t => (tumble_freeRotor.euler₂ (t + min T 0)).comp_add_const t (min T 0),
      fun t => (tumble_freeRotor.euler₃ (t + min T 0)).comp_add_const t (min T 0)⟩
  have hfar := hst _ hw (by simpa only [zero_add] using hT (min T 0) (min_le_left T 0))
    (-min T 0) (neg_nonneg.mpr (min_le_right T 0))
  -- halfway through the reversal the spin about axis 2 is zero
  have h1 := (dist_le_pi_dist _ _ (1 : Fin 3)).trans_lt hfar
  simp [tumble, Real.dist_eq, abs_of_nonneg (Real.sqrt_nonneg 3)] at h1

end

end FreeRotorStability
```

```lean
#print axioms FreeRotorStability.axis3_stable
#print axioms FreeRotorStability.axis2_unstable
```

```
'FreeRotorStability.axis3_stable' depends on axioms: [propext, Classical.choice, Quot.sound]
'FreeRotorStability.axis2_unstable' depends on axioms: [propext, Classical.choice, Quot.sound]
```

## From the calculation to the Lean proof

`quadratic_conserved` takes the vanishing bracket, cleared of denominators, as `habc`. It differentiates the quadratic form by the product rule and concludes from the zero derivative that the form is constant. `lateral_invariant` inserts the coefficients of J. In `lateral_bound`, the terms `hA` and `hB` are the two nonnegative remainders in the formulas for P(t) and P(s).

In `axial_bound`, `key` is the energy estimate for arbitrary times r and u. The `by_cases` step separates equal from opposite signs, and `mem_range_of_exists_le_of_exists_ge` supplies the zero of w₃ by the intermediate value theorem. `axis3_stable` then fixes K and δ as above. Its local statement `root` turns a bound on a square into |x| ≤ (1 + K)δ, and the triangle inequality adds the initial error in w₃.

`tumble_freeRotor` checks the three derivatives, using cosh² t = sinh² t + 1 for the second and (√3)² = 3 for the third. `tumble_reverses` gets the future limit from tanh t = 1 − exp(−t)/cosh t and the past limit from parity. `axis2_unstable` shifts the motion in time by `min T 0`, so that it starts within δ of the axis, and follows it to the halfway point. There the second component contradicts stability with ε = √3.

The same argument works about axis 1, the axis of smallest moment, with the invariant I₂(I₂ − I₁)w₂² + I₃(I₃ − I₁)w₃². Both coefficients are again positive, so w₂ and w₃ stay small and energy conservation controls w₁; this variant is left to the reader and has no theorem in the file.
